# Löwdin's energy iteration for a single reference state converges locally when the reference weight exceeds one half

The reference and the outer states form an orthonormal basis, and the outer states are chosen to diagonalise their own block of the Hamiltonian. One reference state of energy h is then coupled by complex matrix elements v_i to finitely many states, possibly none, of energies d_i, and these states are not coupled to each other. An outer block with internal couplings can be brought to this form by a unitary rotation of the outer states, which leaves the weight of the reference unchanged; without the rotation, the sum below would miss those couplings. In this basis Löwdin's bracketing function is

f(x) = h + Σ_i |v_i|²/(x − d_i).

For a finite configuration interaction matrix in this form, the results say when iterating x ↦ f(x) from a nearby energy finds an eigenvalue E: it does if the reference carries more than half of the eigenvector's norm squared. The property that gives f its name, an eigenvalue enclosed between x and f(x) under suitable conditions, plays no part here.

```lean
import Mathlib

open Matrix Filter
open scoped ComplexConjugate Topology

namespace LowdinReferenceWeight

noncomputable section

variable {ι : Type*} [Fintype ι]
```

In `bracketing`, h and the d_i are real and the v_i are complex.

```lean
/-- The Löwdin bracketing function `h + ∑ |v i|² / (x - d i)`, for `x` different from
every `d i`. -/
def bracketing (h : ℝ) (d : ι → ℝ) (v : ι → ℂ) (x : ℝ) : ℝ :=
  h + ∑ i, ‖v i‖ ^ 2 / (x - d i)
```

The eigenvector need not be normalised. With c₀ for its reference amplitude, its reference weight is the ratio

w = |c₀|²/Σ_p |c_p|²,

where p runs over the reference and all outer states. For a normalised vector this is |c₀|².

```lean
/-- The share of the reference state `none` in the squared norm of a nonzero vector `c`. -/
def refWeight (c : Option ι → ℂ) : ℝ :=
  ‖c none‖ ^ 2 / ∑ p, ‖c p‖ ^ 2
```

The type `Option ι` labels the basis: `none` is the reference and `some i` is outer state i, so `c none` is c₀ and `c (some i)` is c_i. The column of the reference holds v_i and its row holds conj(v_i), which makes the matrix Hermitian. Taking E real therefore loses no eigenvalue.

```lean
/-- The arrowhead Hamiltonian: a reference state of energy `h` coupled by `v i` to states of
energy `d i` that are not coupled to each other. -/
def arrowhead [DecidableEq ι] (h : ℝ) (d : ι → ℝ) (v : ι → ℂ) :
    Matrix (Option ι) (Option ι) ℂ :=
  Matrix.of fun p q => match p, q with
    | none, none => (h : ℂ)
    | none, some j => conj (v j)
    | some i, none => v i
    | some i, some j => if i = j then (d i : ℂ) else 0
```

Four hypotheses carry the theorems. The examples of what fails without them are worked by hand, not in Lean.

## The energy differs from every outer energy

The hypothesis `hE` says E ≠ d_i for all i: the state sought is not in exact resonance with an outer state. E may lie below, between or above the d_i.

By hand it is needed first for the slope. Each term |v_i|²/(x − d_i) has derivative −|v_i|²/(x − d_i)², so

f'(E) = −S, with S = Σ_i |v_i|²/(E − d_i)² ≥ 0.

The proof applies the quotient rule to each term, with `hE` supplying the nonzero denominator, and then adds the terms.

```lean
variable {h E : ℝ} {d : ι → ℝ} {v : ι → ℂ} {c : Option ι → ℂ}

/-- Away from the energies `d i`, the bracketing function has the derivative
`-∑ |v i|² / (E - d i)²`. -/
theorem hasDerivAt_bracketing (hE : ∀ i, E ≠ d i) :
    HasDerivAt (bracketing h d v) (-∑ i, ‖v i‖ ^ 2 / (E - d i) ^ 2) E := by
  have h1 : ∀ i ∈ (Finset.univ : Finset ι), HasDerivAt (fun x : ℝ => ‖v i‖ ^ 2 / (x - d i))
      (-(‖v i‖ ^ 2 / (E - d i) ^ 2)) E := fun i _ =>
    ((hasDerivAt_const E (‖v i‖ ^ 2)).fun_div ((hasDerivAt_id' E).sub_const (d i))
      (sub_ne_zero.mpr (hE i))).congr_deriv (by ring)
  have hs := HasDerivAt.fun_sum h1
  rw [Finset.sum_neg_distrib] at hs
  exact hs.const_add h
```

A derivative D at a fixed point E gives a first-order estimate. For every ε > 0, all y close enough to E satisfy

|f(y) − E − D(y − E)| ≤ ε|y − E|.

The lemma `linear_response` states this for any map that is differentiable at a fixed point. It unfolds the definition of the derivative and replaces f(E) by E.

```lean
/-- Near a fixed point `E` of a map with derivative `D` at `E`, the displacement from `E` after one
step is `D` times the displacement before it, up to an error that is an arbitrarily small fraction
of the displacement before the step. -/
theorem linear_response {f : ℝ → ℝ} {D ε : ℝ} (hf : HasDerivAt f D E) (hfix : f E = E)
    (hε : 0 < ε) :
    ∃ δ > 0, ∀ y, |y - E| < δ → |f y - E - (y - E) * D| ≤ ε * |y - E| := by
  obtain ⟨δ, hδ, H⟩ := Metric.eventually_nhds_iff.mp ((hasDerivAt_iff_isLittleO.mp hf).def hε)
  refine ⟨δ, hδ, fun y hy => ?_⟩
  have h1 := H (show dist y E < δ by rwa [Real.dist_eq])
  simpa only [Real.norm_eq_abs, smul_eq_mul, hfix] using h1
```

The second use of `hE` is in the eigenvalue equation, which by components reads

h c₀ + Σ_i conj(v_i) c_i = E c₀,

v_i c₀ + d_i c_i = E c_i for every i.

```lean
variable [DecidableEq ι]

/-- The eigenvalue equation of the arrowhead Hamiltonian, written by components. -/
theorem eigen_iff : arrowhead h d v *ᵥ c = (E : ℂ) • c ↔
    (h : ℂ) * c none + ∑ i, conj (v i) * c (some i) = E * c none ∧
    ∀ i, v i * c none + d i * c (some i) = E * c (some i) := by
  rw [funext_iff, Option.forall]
  simp [arrowhead, Matrix.mulVec, dotProduct, Fintype.sum_option]
```

The outer rows give (E − d_i) c_i = v_i c₀, and division by E − d_i gives

c_i = v_i c₀/(E − d_i).

In `outer_amplitude`, `hE` permits this division and `linear_combination` does the rearrangement.

```lean
/-- In an eigenvector whose energy `E` differs from every `d i`, the amplitude of each outer state
is `v i / (E - d i)` times the reference amplitude. -/
theorem outer_amplitude (hE : ∀ i, E ≠ d i) (hA : arrowhead h d v *ᵥ c = (E : ℂ) • c) (i : ι) :
    c (some i) = v i / ((E : ℂ) - d i) * c none := by
  have hne : (E : ℂ) - d i ≠ 0 := sub_ne_zero.mpr (by exact_mod_cast hE i)
  rw [div_mul_eq_mul_div, eq_div_iff hne]
  linear_combination -((eigen_iff.mp hA).2 i)
```

Without `hE` the link between weight and slope breaks. Take one outer state with v = 0 and d ≠ h. The outer state itself is an eigenvector with E = d and reference weight 0, but f(x) = h for every x ≠ d, and this zero slope would suggest weight 1.

## The eigenvector is not zero

The hypothesis `hc` says c ≠ 0, so that c represents a physical state. By hand it shows that c₀ ≠ 0: if c₀ vanished, every c_i = v_i c₀/(E − d_i) would vanish too. The proof of `reference_ne_zero` is this argument, component by component.

```lean
/-- An eigenvector whose energy differs from every `d i` has a nonzero reference amplitude. -/
theorem reference_ne_zero (hE : ∀ i, E ≠ d i) (hc : c ≠ 0)
    (hA : arrowhead h d v *ᵥ c = (E : ℂ) • c) : c none ≠ 0 := by
  intro h0
  apply hc
  funext p
  cases p with
  | none => exact h0
  | some i => rw [outer_amplitude hE hA i, h0, mul_zero]; rfl
```

A nonzero c₀ can be cancelled. Inserting the outer amplitudes in the reference row gives

(h + Σ_i |v_i|²/(E − d_i)) c₀ = E c₀,

hence f(E) = E. Conversely, if f(E) = E, the vector with c₀ = 1 and c_i = v_i/(E − d_i) satisfies the reference row by the fixed-point equation. It also satisfies the outer rows, because

v_i + d_i v_i/(E − d_i) = E v_i/(E − d_i).

So E is a fixed point of f exactly when it is an eigenvalue. In the proof, `hcast` rewrites the real number f(E) as the complex sum in the reference row, using conj(v_i) v_i = |v_i|². The two directions then follow the two arguments above.

```lean
/-- An energy different from every `d i` is a fixed point of the bracketing function exactly
when it is an eigenvalue of the arrowhead Hamiltonian. -/
theorem fixed_point_iff_eigenvalue (hE : ∀ i, E ≠ d i) :
    bracketing h d v E = E ↔ ∃ c, c ≠ 0 ∧ arrowhead h d v *ᵥ c = (E : ℂ) • c := by
  have hcast : ((bracketing h d v E : ℝ) : ℂ) =
      h + ∑ i, conj (v i) * (v i / ((E : ℂ) - d i)) := by
    unfold bracketing
    push_cast
    congr 1
    refine Finset.sum_congr rfl fun i _ => ?_
    rw [← mul_div_assoc, Complex.conj_mul']
  constructor
  · intro hf
    refine ⟨fun p => p.elim 1 fun i => v i / ((E : ℂ) - d i), fun h0 => ?_, ?_⟩
    · exact one_ne_zero (congrFun h0 none)
    · refine eigen_iff.mpr ⟨?_, fun i => ?_⟩
      · show (h : ℂ) * 1 + ∑ i, conj (v i) * (v i / ((E : ℂ) - d i)) = E * 1
        rw [mul_one, mul_one, ← hcast, hf]
      · show v i * 1 + d i * (v i / ((E : ℂ) - d i)) = E * (v i / ((E : ℂ) - d i))
        have hne : (E : ℂ) - d i ≠ 0 := sub_ne_zero.mpr (by exact_mod_cast hE i)
        linear_combination -(div_mul_cancel₀ (v i) hne)
  · rintro ⟨c, hc, hA⟩
    -- insert the outer amplitudes in the reference row and cancel the reference amplitude
    have h1 := (eigen_iff.mp hA).1
    simp_rw [outer_amplitude hE hA, ← mul_assoc] at h1
    rw [← Finset.sum_mul, ← add_mul, ← hcast] at h1
    exact_mod_cast mul_right_cancel₀ (reference_ne_zero hE hc hA) h1
```

Without `hc`, the zero vector would solve the eigenvalue equation at every E, and every energy would count as an eigenvalue. Its weight would be 0/0, which Lean evaluates to 0.

## The vector solves the eigenvalue equation at E

The hypothesis `hA` says that c is a stationary state of energy E. By hand it fixes the outer amplitudes, and with them the norm:

Σ_p |c_p|² = |c₀|² + Σ_i |v_i|²|c₀|²/(E − d_i)² = |c₀|²(1 + S).

Dividing |c₀|² by this gives

w = 1/(1 + S) = 1/(1 − f'(E)).

Since |f'(E)| = S, the condition |f'(E)| < 1 means 1 + S < 2, which is w > 1/2.

The theorem `weight_and_slope` states both results for every eigenvector at E. In its proof `hN` is the norm formula, `hw` is the weight after cancelling |c₀|², and the last lines compare 1/(1 + S) with one half.

```lean
/-- For an eigenvector of energy `E`, different from every `d i`, the reference weight is
`1 / (1 - f'(E))`, and `|f'(E)| < 1` exactly when this weight exceeds one half. -/
theorem weight_and_slope (hE : ∀ i, E ≠ d i) (hc : c ≠ 0)
    (hA : arrowhead h d v *ᵥ c = (E : ℂ) • c) :
    refWeight c = 1 / (1 - deriv (bracketing h d v) E) ∧
    (|deriv (bracketing h d v) E| < 1 ↔ 1 / 2 < refWeight c) := by
  have hS : 0 ≤ ∑ i, ‖v i‖ ^ 2 / (E - d i) ^ 2 := Finset.sum_nonneg fun i _ => by positivity
  have h0 : ‖c none‖ ^ 2 ≠ 0 := pow_ne_zero 2 (norm_ne_zero_iff.mpr (reference_ne_zero hE hc hA))
  -- the squared norm of the eigenvector in terms of its squared reference amplitude
  have hN : ∑ p, ‖c p‖ ^ 2 = ‖c none‖ ^ 2 * (1 + ∑ i, ‖v i‖ ^ 2 / (E - d i) ^ 2) := by
    rw [Fintype.sum_option, mul_add, mul_one, Finset.mul_sum]
    congr 1
    refine Finset.sum_congr rfl fun i _ => ?_
    rw [outer_amplitude hE hA i, norm_mul, norm_div, ← Complex.ofReal_sub, Complex.norm_real,
      Real.norm_eq_abs, mul_pow, div_pow, sq_abs, mul_comm]
  have hw : refWeight c = 1 / (1 + ∑ i, ‖v i‖ ^ 2 / (E - d i) ^ 2) := by
    rw [refWeight, hN, ← div_div, div_self h0]
  rw [(hasDerivAt_bracketing hE).deriv, hw, sub_neg_eq_add, abs_neg, abs_of_nonneg hS]
  refine ⟨rfl, ?_⟩
  rw [lt_div_iff₀ (by linarith)]
  constructor <;> intro h1 <;> linarith
```

Without `hA` the vector and the slope are unrelated. The bare reference state has weight 1 whatever E is, while S can be made as large as one likes by strong coupling.

## More than half of the weight lies on the reference

In `iteration_converges` the hypothesis `hw` says w > 1/2: the reference dominates the exact eigenvector. By the previous result, D = f'(E) then satisfies |D| < 1. Choose ε = (1 − |D|)/2 in the first-order estimate. The triangle inequality gives, for y near E,

|f(y) − E| ≤ (|D| + ε)|y − E| = q|y − E|, with q = (1 + |D|)/2 < 1.

A step therefore never leaves the neighbourhood in which the estimate holds. Writing x_n for the result of n steps from x, induction gives

|x_n − E| ≤ qⁿ|x − E|,

and the right-hand side tends to zero.

In the proof, `hind` is this induction: `hy` keeps the current point within δ of E, and the `calc` block adds one factor q. The final line squeezes the error between zero and the geometric bound. The theorem provides some δ > 0 but no estimate of its size, so it does not say whether a given starting energy is close enough.

```lean
/-- Let `E`, different from every `d i`, be the energy of an eigenvector of the arrowhead
Hamiltonian. If its reference weight exceeds one half, repeated application of the bracketing
function converges to `E` from every starting energy close enough to `E`. -/
theorem iteration_converges (hE : ∀ i, E ≠ d i) (hc : c ≠ 0)
    (hA : arrowhead h d v *ᵥ c = (E : ℂ) • c) (hw : 1 / 2 < refWeight c) :
    ∃ δ > 0, ∀ x, |x - E| < δ →
      Tendsto (fun n : ℕ => (bracketing h d v)^[n] x) atTop (𝓝 E) := by
  have hD := (weight_and_slope hE hc hA).2.mpr hw
  have hf := (hasDerivAt_bracketing (h := h) (v := v) hE).differentiableAt.hasDerivAt
  have hfix := (fixed_point_iff_eigenvalue hE).mpr ⟨c, hc, hA⟩
  set D := deriv (bracketing h d v) E
  obtain ⟨δ, hδ, H⟩ := linear_response hf hfix (show 0 < (1 - |D|) / 2 by linarith)
  have hq0 : 0 ≤ (1 + |D|) / 2 := by positivity
  have hq1 : (1 + |D|) / 2 < 1 := by linarith
  refine ⟨δ, hδ, fun x hx => ?_⟩
  -- the error shrinks at least geometrically
  have hind : ∀ n : ℕ, |(bracketing h d v)^[n] x - E| ≤ ((1 + |D|) / 2) ^ n * |x - E| := by
    intro n
    induction n with
    | zero => simp
    | succ n ih =>
      rw [Function.iterate_succ_apply']
      set y := (bracketing h d v)^[n] x
      have hy : |y - E| < δ := lt_of_le_of_lt
        (ih.trans (mul_le_of_le_one_left (abs_nonneg _) (pow_le_one₀ hq0 hq1.le))) hx
      have t := abs_add_le (bracketing h d v y - E - (y - E) * D) ((y - E) * D)
      rw [sub_add_cancel, abs_mul] at t
      calc |bracketing h d v y - E| ≤ (1 + |D|) / 2 * |y - E| := by linarith [H y hy]
        _ ≤ (1 + |D|) / 2 * (((1 + |D|) / 2) ^ n * |x - E|) :=
          mul_le_mul_of_nonneg_left ih hq0
        _ = ((1 + |D|) / 2) ^ (n + 1) * |x - E| := by ring
  have hlim : Tendsto (fun n : ℕ => ((1 + |D|) / 2) ^ n * |x - E|) atTop (𝓝 0) := by
    simpa using (tendsto_pow_atTop_nhds_zero_of_lt_one hq0 hq1).mul_const |x - E|
  exact tendsto_iff_norm_sub_tendsto_zero.mpr (squeeze_zero (fun _ => norm_nonneg _) hind hlim)
```

At w = 1/2 the conclusion can fail. Take one outer state with d = h and v ≠ 0, two degenerate levels that mix equally. Then f(x) = h + |v|²/(x − h), and f(f(x)) = x for every x ≠ h. From such an x the iteration alternates between two energies forever, unless x is an eigenvalue.

## Less than half of the weight lies on the reference

In `iteration_repelled` the hypothesis `hw` is reversed, w < 1/2: most of the eigenvector lies outside the reference. Now S > 1, so |D| > 1. With ε = (|D| − 1)/2, the first-order estimate gives, for x ≠ E near E,

|f(x) − E| ≥ (|D| − ε)|x − E| = (|D| + 1)/2 · |x − E| > |x − E|.

The proof obtains |D| > 1 from the weight formula and the sign of the slope. The reverse triangle inequality is `t`, and `nlinarith` combines it with the estimate. The condition x ≠ E is needed because a start exactly at E stays there.

The theorem concerns a single step from a point near E. It does not say where the iteration goes once it has left the neighbourhood.

```lean
/-- Let `E`, different from every `d i`, be the energy of an eigenvector of the arrowhead
Hamiltonian. If its reference weight is below one half, one application of the bracketing function
increases the distance to `E` for every energy `x ≠ E` close enough to `E`. -/
theorem iteration_repelled (hE : ∀ i, E ≠ d i) (hc : c ≠ 0)
    (hA : arrowhead h d v *ᵥ c = (E : ℂ) • c) (hw : refWeight c < 1 / 2) :
    ∃ δ > 0, ∀ x, x ≠ E → |x - E| < δ → |x - E| < |bracketing h d v x - E| := by
  have hf := (hasDerivAt_bracketing (h := h) (v := v) hE).differentiableAt.hasDerivAt
  have hfix := (fixed_point_iff_eigenvalue hE).mpr ⟨c, hc, hA⟩
  have hwt := (weight_and_slope hE hc hA).1
  have hneg : deriv (bracketing h d v) E ≤ 0 := by
    rw [(hasDerivAt_bracketing hE).deriv]
    exact neg_nonpos.mpr (Finset.sum_nonneg fun i _ => by positivity)
  set D := deriv (bracketing h d v) E
  have hD : 1 < |D| := by
    rw [hwt, div_lt_iff₀ (by linarith)] at hw
    rw [abs_of_nonpos hneg]
    linarith
  obtain ⟨δ, hδ, H⟩ := linear_response hf hfix (show 0 < (|D| - 1) / 2 by linarith)
  refine ⟨δ, hδ, fun x hx hxd => ?_⟩
  have hpos : 0 < |x - E| := abs_pos.mpr (sub_ne_zero.mpr hx)
  have t := abs_sub_abs_le_abs_sub ((x - E) * D) (bracketing h d v x - E)
  rw [abs_sub_comm ((x - E) * D), abs_mul] at t
  nlinarith [H x hxd, mul_pos hpos (sub_pos.mpr hD)]

end

end LowdinReferenceWeight
```

```lean
#print axioms LowdinReferenceWeight.iteration_converges
#print axioms LowdinReferenceWeight.iteration_repelled
```

```
'LowdinReferenceWeight.iteration_converges' depends on axioms: [propext, Classical.choice, Quot.sound]
'LowdinReferenceWeight.iteration_repelled' depends on axioms: [propext, Classical.choice, Quot.sound]
```
